# Two light rays in different directions meet exactly when their twistor product vanishes

In flat spacetime a real point is a Hermitian 2×2 matrix X, and a twistor (w, p) is incident with it when w = iXp; the twistors incident with real points in this way, with p nonzero, are null and stand for light rays. `light_rays_meet_iff` takes two twistors whose spinors p and p′ are linearly independent, with no normalisation assumed. It states that exactly one Hermitian X is incident with both if and only if each twistor's product with itself is zero and their mutual product is zero. The proof gathers the two incidence relations into one matrix equation, W = iXP, where W has columns w, w′ and P has columns p, p′, and then solves it for X by inverting P.

This version doesn't compile in Lean 4 with Mathlib:

```lean
import Mathlib

open Matrix

namespace NullTwistorLightRay

noncomputable section

/-- A two-component complex spinor. -/
abbrev Spinor := Fin 2 → ℂ

/-- The incidence relation `w = i X p` between the twistor `(w, p)` and the point `X`. -/
def Incident (w p : Spinor) (X : Matrix (Fin 2) (Fin 2) ℂ) : Prop :=
  w = Complex.I • (X *ᵥ p)

/-- The Hermitian twistor product `p† w' + w† p'` of `(w, p)` and `(w', p')`. -/
def twistorForm (w p w' p' : Spinor) : ℂ := star p ⬝ᵥ w' + star w ⬝ᵥ p'

/-- The matrix whose two columns are the spinors `a` and `b`. -/
def columns (a b : Spinor) : Matrix (Fin 2) (Fin 2) ℂ := Matrix.of fun i j => ![a i, b i] j

/-- The incidence relation written out in components. -/
lemma incident_iff (w p : Spinor) (X : Matrix (Fin 2) (Fin 2) ℂ) :
    Incident w p X ↔ ∀ i, w i = Complex.I * (X i 0 * p 0 + X i 1 * p 1) := by
  simp only [Incident, funext_iff, Pi.smul_apply, smul_eq_mul, Matrix.mulVec, dotProduct,
    Fin.sum_univ_two]

/-- Two twistors incident with a common real point have vanishing twistor product. -/
theorem twistorForm_eq_zero {w p w' p' : Spinor} {X : Matrix (Fin 2) (Fin 2) ℂ}
    (hX : X.IsHermitian) (h : Incident w p X) (h' : Incident w' p' X) :
    twistorForm w p w' p' = 0 := by
  rw [incident_iff] at h h'
  have hI : star Complex.I = -Complex.I := Complex.conj_I
  simp only [twistorForm, dotProduct, Fin.sum_univ_two, Pi.star_apply]
  rw [h 0, h 1, h' 0, h' 1]
  simp only [star_mul', star_add, hI, hX.apply]
  ring

/-- Two twistors with linearly independent `p` and `p'` are incident with exactly one common
real point if and only if both are null and their mutual twistor product vanishes. -/
theorem light_rays_meet_iff (w p w' p' : Spinor) (hdet : p 0 * p' 1 - p 1 * p' 0 ≠ 0) :
    (∃! X : Matrix (Fin 2) (Fin 2) ℂ, X.IsHermitian ∧ Incident w p X ∧ Incident w' p' X) ↔
      twistorForm w p w p = 0 ∧ twistorForm w' p' w' p' = 0 ∧ twistorForm w p w' p' = 0 := by
  have key : ∀ X, (Incident w p X ∧ Incident w' p' X) ↔
      columns w w' = Complex.I • (X * columns p p') := by
    intro X
    rw [incident_iff, incident_iff]
    constructor
    · rintro ⟨h, h'⟩
      ext i j
      fin_cases j
      · simpa [columns, Matrix.mul_apply, Fin.sum_univ_two] using h i
      · simpa [columns, Matrix.mul_apply, Fin.sum_univ_two] using h' i
    · intro h
      exact ⟨fun i => by simpa [columns, Matrix.mul_apply, Fin.sum_univ_two] using
          congrArg (fun M => M i 0) h,
        fun i => by simpa [columns, Matrix.mul_apply, Fin.sum_univ_two] using
          congrArg (fun M => M i 1) h⟩
  constructor
  · rintro ⟨X, ⟨hX, h, h'⟩, -⟩
    exact ⟨twistorForm_eq_zero hX h h, twistorForm_eq_zero hX h' h',
      twistorForm_eq_zero hX h h'⟩
  · rintro ⟨h11, h22, h12⟩
    have hu : IsUnit (columns p p').det := by
      rw [isUnit_iff_ne_zero, Matrix.det_fin_two]
      change p 0 * p' 1 - p' 0 * p 1 ≠ 0
      rwa [mul_comm (p' 0)]
    have hPQ := Matrix.mul_nonsing_inv _ hu
    have hQP := Matrix.nonsing_inv_mul _ hu
    -- the three conditions say that `P† W` is anti-Hermitian
    have hM : ((columns p p')ᴴ * columns w w')ᴴ = -((columns p p')ᴴ * columns w w') := by
      simp [twistorForm, dotProduct, Fin.sum_univ_two] at h11 h22 h12
      have h21 := congrArg (starRingEnd ℂ) h12
      simp only [map_add, map_mul, Complex.conj_conj, map_zero] at h21
      ext i j
      fin_cases i <;> fin_cases j <;>
        simp [columns, Matrix.mul_apply, Fin.sum_univ_two]
      · linear_combination h11
      · linear_combination h12
      · linear_combination h21
      · linear_combination h22
    have hG : ((-Complex.I) • ((columns p p')ᴴ * columns w w')).IsHermitian := by
      rw [Matrix.IsHermitian, Matrix.conjTranspose_smul, hM]
      simp
    have hQ : ((columns p p')⁻¹)ᴴ * (columns p p')ᴴ = 1 := by
      rw [← Matrix.conjTranspose_mul, hPQ, Matrix.conjTranspose_one]
    refine ⟨((columns p p')⁻¹)ᴴ * ((-Complex.I) • ((columns p p')ᴴ * columns w w')) *
      (columns p p')⁻¹, ⟨Matrix.isHermitian_conjTranspose_mul_mul _ hG, (key _).mpr ?_⟩, ?_⟩
    · rw [Matrix.mul_assoc, hQP, Matrix.mul_one, Matrix.mul_smul, ← Matrix.mul_assoc, hQ,
        Matrix.one_mul, smul_smul]
      simp
    · rintro Y ⟨-, hY⟩
      -- incidence with both twistors fixes the point
      have hY' : Y * columns p p' = (-Complex.I) • columns w w' := by
        rw [(key Y).mp hY, smul_smul]
        simp
      rw [Matrix.mul_smul, ← Matrix.mul_assoc, hQ, Matrix.one_mul, ← hY', Matrix.mul_assoc,
        hPQ, Matrix.mul_one]

end

end NullTwistorLightRay
```

The compiler's answer:

```
Main.lean:55:13: error: Function expected at
  (fun i => ?m.361) fun M => ?m.358
but this term has type
  ?m.354 fun M => ?m.358

Note: Expected a function because this term is being applied to the argument
  h
Main.lean:57:8: error: Function expected at
  (fun i => ?m.373) fun M => ?m.370
but this term has type
  ?m.366 fun M => ?m.370

Note: Expected a function because this term is being applied to the argument
  h
Main.lean:56:29: error: Function expected at
  M
but this term has type
  ?m.356

Note: Expected a function because this term is being applied to the argument
  i
Main.lean:58:29: error: Function expected at
  M
but this term has type
  ?m.368

Note: Expected a function because this term is being applied to the argument
  i
Main.lean:55:22: error: unsolved goals
w p w' p' : Spinor
hdet : p 0 * p' 1 - p 1 * p' 0 ≠ 0
X : Matrix (Fin 2) (Fin 2) ℂ
h : columns w w' = Complex.I • (X * columns p p')
i : (M : ?m.356) → ?m.359 M
⊢ ∀ (f : ?m.386 i → ?m.387 i), ?m.388 i = ?m.389 i → f (?m.388 i) = f (?m.389 i)
Main.lean:57:17: error: unsolved goals
w p w' p' : Spinor
hdet : p 0 * p' 1 - p 1 * p' 0 ≠ 0
X : Matrix (Fin 2) (Fin 2) ℂ
h : columns w w' = Complex.I • (X * columns p p')
i : (M : ?m.368) → ?m.371 M
⊢ ∀ (f : ?m.399 i → ?m.400 i), ?m.401 i = ?m.402 i → f (?m.401 i) = f (?m.402 i)
```

Diagnosis. The failure is one of layout, in the step that reads the two incidence relations back off the columns of the matrix equation. After `using`, the term `congrArg (fun M => M i 0) h` stands on a new line, and its arguments begin further left than the `simpa` that opened the `by` block. Lean therefore ends the block at the bare `congrArg` and applies the whole `fun i => by ...` to `(fun M => M i 0)` and `h`.

All six messages follow, three for each column. `fun i => ...` is given one argument too many, `M` has no known type because it is cut off from `h`, and the goal left over is the statement of `congrArg` itself, still waiting for its function and its equation.

The repair puts each `congrArg` with its arguments on one line, in a `have hi`, and passes `hi` to `simpa`, so the arguments go where they were meant to. The type written on `M` says outright that it is a matrix; the messages do not show whether it is needed once the layout is right. Replacing the angle brackets with `constructor` and bullets is tidying.

Lean accepts the file once it reads:

```diff
@@ -53,8 +53,11 @@
       · simpa [columns, Matrix.mul_apply, Fin.sum_univ_two] using h' i
     · intro h
-      exact ⟨fun i => by simpa [columns, Matrix.mul_apply, Fin.sum_univ_two] using
-          congrArg (fun M => M i 0) h,
-        fun i => by simpa [columns, Matrix.mul_apply, Fin.sum_univ_two] using
-          congrArg (fun M => M i 1) h⟩
+      constructor
+      · intro i
+        have hi := congrArg (fun M : Matrix (Fin 2) (Fin 2) ℂ => M i 0) h
+        simpa [columns, Matrix.mul_apply, Fin.sum_univ_two] using hi
+      · intro i
+        have hi := congrArg (fun M : Matrix (Fin 2) (Fin 2) ℂ => M i 1) h
+        simpa [columns, Matrix.mul_apply, Fin.sum_univ_two] using hi
   constructor
   · rintro ⟨X, ⟨hX, h, h'⟩, -⟩
```
